# Bounded first-order level shifts from a core-polarization potential with a Gaussian cutoff

## One electron near a polarizable core

A valence electron at distance r from an ionic core induces a dipole in it. In atomic units, with core polarizability 1, the electron's field at the core has magnitude 1/r² and the energy changes by −1/(2r⁴), which diverges as r → 0. Now multiply the field by 1 − exp(−r²). For small r this factor is close to r², so the damped field tends to 1 and the energy to −1/2. The divergence has become a finite well.

For polarizability a > 0 (textbooks often write α) and cutoff radius s > 0, the potential is

V(r) = −a (1 − exp(−(r/s)²))² / (2r⁴), r > 0.

Here a measures how easily the core's charge cloud is displaced, and s is the length below which the picture of a point charge outside the core is no longer trusted.

## Bounds on the potential and on the level shift

At every r > 0,

−a/(2s⁴) < V(r) < −a/(2(r² + s²)²) < 0,

and V(r) → −a/(2s⁴) as r → 0⁺. For a normalized orbital ψ, the first-order shift ΔE = ∫ V(|x|) |ψ(x)|² d³x satisfies

−a/(2s⁴) < ΔE < 0.

If the mean square radius ⟨r²⟩ is finite, then also

ΔE < −a/(2(⟨r²⟩ + s²)²).

In a pseudopotential calculation with one valence electron and one core, a and s alone thus limit how far this term can lower a level in first order. At a = 0 the potential vanishes and the strict bounds fail.

## Derivation

Put x = (r/s)² > 0 and q = 1 − exp(−x). Since exp(y) > 1 + y for y ≠ 0, taking y = −x gives q < x. Taking y = x and multiplying by exp(−x) gives 1 > exp(−x)(1 + x), which is x < q(1 + x). Multiplying both results by s² gives

q s² < r² < q (r² + s²), so 1/(r² + s²) < q/r² < 1/s².

Squaring and multiplying by −a/2 gives the bounds on V. Both outer expressions tend to −a/(2s⁴) as r → 0⁺, and so does V.

Away from the origin, a set of zero volume, |V| < a/(2s⁴), so the shift integral converges. There V + a/(2s⁴) and −V are positive. Their averages are nonnegative, and a zero average would force |ψ|² to vanish almost everywhere, contradicting normalization. Hence both bounds on ΔE are strict.

For the last bound, let t = r² + s² and D = ⟨r²⟩ + s². The upper bound on V is then −a/(2t²), which as a function of t lies on or below its tangent line at D:

−a/(2t²) ≤ at/D³ − 3a/(2D²),

because the right side minus the left is a(D − t)²(D + 2t)/(2t²D³) ≥ 0. Averaging over the density replaces t by D, and the line becomes −a/(2D²). The inequality is strict because V lies strictly below −a/(2t²) away from the origin.

## Numbers for a = s = r = 1

Here q = 1 − e⁻¹ ≈ 0.632, so V(1) ≈ −0.200, between −0.5 and −0.125. An orbital with ⟨r²⟩ = 1 has its shift between the same two numbers. As ⟨r²⟩ → 0 at fixed a and s, the two bounds meet at −a/(2s⁴): a very compact orbital feels the full depth of the well.

## The Lean file

```lean
import Mathlib

open MeasureTheory Filter Topology

namespace CorePolarizationCutoff

noncomputable section

/-- Three-dimensional position space, with the core at the origin. -/
abbrev Space := EuclideanSpace ℝ (Fin 3)

/-- The core-polarization potential with polarizability `a` and cutoff radius `s`,
at distance `r` from the core; its domain is `r > 0`, `s > 0`. -/
def potential (a s r : ℝ) : ℝ :=
  -a * (1 - Real.exp (-(r / s) ^ 2)) ^ 2 / (2 * r ^ 4)

/-- The first-order level shift of the normalized orbital `ψ`: the potential averaged over its
density. -/
def levelShift (a s : ℝ) (ψ : Space → ℂ) : ℝ :=
  ∫ x, potential a s ‖x‖ * ‖ψ x‖ ^ 2

/-- The mean square distance from the core in the density of the normalized orbital `ψ`. -/
def meanSquareRadius (ψ : Space → ℂ) : ℝ :=
  ∫ x : Space, ‖x‖ ^ 2 * ‖ψ x‖ ^ 2

/-- For `x > 0` the cutoff factor `1 - exp (-x)` lies strictly between `x / (1 + x)` and `x`;
the lower bound is written without division. -/
theorem cutoff_bounds {x : ℝ} (hx : 0 < x) :
    x < (1 - Real.exp (-x)) * (1 + x) ∧ 1 - Real.exp (-x) < x := by
  have h1 := Real.add_one_lt_exp hx.ne'
  have h2 := Real.add_one_lt_exp (neg_ne_zero.mpr hx.ne')
  have h3 : Real.exp (-x) * Real.exp x = 1 := by
    rw [← Real.exp_add]; simp
  have h4 := mul_lt_mul_of_pos_left h1 (Real.exp_pos (-x))
  constructor
  · nlinarith
  · linarith

/-- For positive polarizability and cutoff radius, the potential at `r > 0` lies strictly between
the constant `-a / (2 s⁴)` and the rational well `-a / (2 (r² + s²)²)`. -/
theorem potential_between {a s r : ℝ} (ha : 0 < a) (hs : 0 < s) (hr : 0 < r) :
    -a / (2 * s ^ 4) < potential a s r ∧
      potential a s r < -a / (2 * (r ^ 2 + s ^ 2) ^ 2) := by
  unfold potential
  obtain ⟨x, hx⟩ : ∃ x, x = (r / s) ^ 2 := ⟨_, rfl⟩
  have hx0 : 0 < x := by rw [hx]; positivity
  have hxs : x * s ^ 2 = r ^ 2 := by
    rw [hx, div_pow, div_mul_cancel₀ _ (pow_ne_zero 2 hs.ne')]
  rw [← hx]
  obtain ⟨h1, h2⟩ := cutoff_bounds hx0
  have hq0 : 0 < 1 - Real.exp (-x) := by
    have := Real.exp_lt_one_iff.mpr (show -x < 0 by linarith)
    linarith
  generalize 1 - Real.exp (-x) = q at h1 h2 hq0 ⊢
  have hs2 : 0 < s ^ 2 := by positivity
  -- the cutoff bounds in terms of the two lengths
  have hlow : q * s ^ 2 < r ^ 2 := by
    rw [← hxs]; exact mul_lt_mul_of_pos_right h2 hs2
  have hup : r ^ 2 < q * (r ^ 2 + s ^ 2) := by
    have h := mul_lt_mul_of_pos_right h1 hs2
    rw [← hxs]
    nlinarith [h]
  have hlow2 := pow_lt_pow_left₀ hlow (by positivity) two_ne_zero
  have hup2 := pow_lt_pow_left₀ hup (by positivity) two_ne_zero
  constructor
  · rw [div_lt_div_iff₀ (by positivity) (by positivity)]
    nlinarith [mul_lt_mul_of_pos_left hlow2 ha]
  · rw [div_lt_div_iff₀ (by positivity) (by positivity)]
    nlinarith [mul_lt_mul_of_pos_left hup2 ha]

/-- For positive polarizability and cutoff radius, the potential lies strictly between
`-a / (2 s⁴)` and zero at every `r > 0`, and tends to `-a / (2 s⁴)` at the core. -/
theorem potential_bounds_and_limit {a s : ℝ} (ha : 0 < a) (hs : 0 < s) :
    (∀ r, 0 < r → -a / (2 * s ^ 4) < potential a s r ∧ potential a s r < 0) ∧
      Tendsto (potential a s) (𝓝[>] 0) (𝓝 (-a / (2 * s ^ 4))) := by
  constructor
  · intro r hr
    obtain ⟨h1, h2⟩ := potential_between ha hs hr
    exact ⟨h1, h2.trans (div_neg_of_neg_of_pos (neg_lt_zero.mpr ha) (by positivity))⟩
  · -- squeeze between the constant and the rational well
    have hc : Continuous fun r : ℝ => -a / (2 * (r ^ 2 + s ^ 2) ^ 2) :=
      continuous_const.div (by fun_prop) (fun r => by positivity)
    have h0 : Tendsto (fun r : ℝ => -a / (2 * (r ^ 2 + s ^ 2) ^ 2)) (𝓝 0)
        (𝓝 (-a / (2 * ((0 : ℝ) ^ 2 + s ^ 2) ^ 2))) := hc.tendsto 0
    have e : 2 * ((0 : ℝ) ^ 2 + s ^ 2) ^ 2 = 2 * s ^ 4 := by ring
    rw [e] at h0
    refine tendsto_of_tendsto_of_tendsto_of_le_of_le' tendsto_const_nhds
      (h0.mono_left nhdsWithin_le_nhds) ?_ ?_
    · filter_upwards [self_mem_nhdsWithin] with r hr
      exact (potential_between ha hs hr).1.le
    · filter_upwards [self_mem_nhdsWithin] with r hr
      exact (potential_between ha hs hr).2.le

/-- The position of the core has zero volume. -/
theorem ae_ne_core : ∀ᵐ x : Space, x ≠ 0 :=
  compl_mem_ae_iff.mpr (measure_singleton 0)

/-- A function that is positive almost everywhere has a positive mean in a normalized density,
provided the mean converges. -/
theorem mean_pos {f g : Space → ℝ} (hf : ∀ᵐ x, 0 < f x) (hg : ∀ x, 0 ≤ g x)
    (hg1 : ∫ x, g x = 1) (hfg : Integrable fun x => f x * g x) :
    0 < ∫ x, f x * g x := by
  have h0 : 0 ≤ᵐ[volume] fun x => f x * g x := by
    filter_upwards [hf] with x hx
    exact mul_nonneg hx.le (hg x)
  refine lt_of_le_of_ne (integral_nonneg_of_ae h0) fun h => ?_
  -- a vanishing mean would force the density to vanish
  have hz := (integral_eq_zero_iff_of_nonneg_ae h0 hfg).1 h.symm
  have hg0 : g =ᵐ[volume] fun _ => (0 : ℝ) := by
    filter_upwards [hf, hz] with x hx hzx
    have hzx' : f x * g x = 0 := hzx
    exact (mul_eq_zero.1 hzx').resolve_left hx.ne'
  have h1 : ∫ x, g x = ∫ _x : Space, (0 : ℝ) := integral_congr_ae hg0
  simp [hg1] at h1

/-- For positive polarizability and cutoff radius, the integral defining the level shift
converges for every orbital with integrable density. -/
theorem integrable_shift {a s : ℝ} (ha : 0 < a) (hs : 0 < s) {ψ : Space → ℂ}
    (hψ : Integrable fun x => ‖ψ x‖ ^ 2) :
    Integrable fun x => potential a s ‖x‖ * ‖ψ x‖ ^ 2 := by
  have hm : Measurable fun x : Space => potential a s ‖x‖ := by
    unfold potential; fun_prop
  refine (hψ.const_mul (a / (2 * s ^ 4))).mono'
    (hm.aestronglyMeasurable.mul hψ.aestronglyMeasurable) ?_
  filter_upwards [ae_ne_core] with x hx
  obtain ⟨h1, h2⟩ := (potential_bounds_and_limit ha hs).1 ‖x‖ (norm_pos_iff.mpr hx)
  rw [neg_div] at h1
  rw [Real.norm_eq_abs, abs_mul, abs_of_nonneg (sq_nonneg ‖ψ x‖)]
  refine mul_le_mul_of_nonneg_right ?_ (sq_nonneg _)
  rw [abs_of_neg h2]
  linarith

/-- For positive polarizability and cutoff radius, the first-order level shift of every
normalized orbital lies strictly between `-a / (2 s⁴)` and zero. -/
theorem levelShift_bounds {a s : ℝ} (ha : 0 < a) (hs : 0 < s) {ψ : Space → ℂ}
    (hψ : ∫ x, ‖ψ x‖ ^ 2 = 1) :
    -a / (2 * s ^ 4) < levelShift a s ψ ∧ levelShift a s ψ < 0 := by
  have hi := integrable_of_integral_eq_one hψ
  have hV := integrable_shift ha hs hi
  have hb := (potential_bounds_and_limit ha hs).1
  constructor
  · have hp : 0 < ∫ x, (potential a s ‖x‖ + a / (2 * s ^ 4)) * ‖ψ x‖ ^ 2 := by
      refine mean_pos ?_ (fun x => sq_nonneg _) hψ ?_
      · filter_upwards [ae_ne_core] with x hx
        have h := (hb ‖x‖ (norm_pos_iff.mpr hx)).1
        rw [neg_div] at h
        linarith
      · simp only [add_mul]
        exact hV.add (hi.const_mul _)
    simp only [add_mul] at hp
    rw [integral_add hV (hi.const_mul _), integral_const_mul, hψ] at hp
    rw [neg_div]
    unfold levelShift
    linarith
  · have hp : 0 < ∫ x, (-potential a s ‖x‖) * ‖ψ x‖ ^ 2 := by
      refine mean_pos ?_ (fun x => sq_nonneg _) hψ ?_
      · filter_upwards [ae_ne_core] with x hx
        exact neg_pos.mpr (hb ‖x‖ (norm_pos_iff.mpr hx)).2
      · simp only [neg_mul]
        exact hV.neg
    simp only [neg_mul] at hp
    rw [integral_neg] at hp
    unfold levelShift
    linarith

/-- The well `-a / (2 t²)` with `a > 0` lies on or below its tangent line at `D`, for positive `t`
and `D`. -/
theorem well_le_tangent {a t D : ℝ} (ha : 0 < a) (ht : 0 < t) (hD : 0 < D) :
    -a / (2 * t ^ 2) ≤ a * t / D ^ 3 - 3 * a / (2 * D ^ 2) := by
  have h : a * t / D ^ 3 - 3 * a / (2 * D ^ 2) - -a / (2 * t ^ 2)
      = a * (D - t) ^ 2 * (D + 2 * t) / (2 * t ^ 2 * D ^ 3) := by
    field_simp
    ring
  have h0 : 0 ≤ a * (D - t) ^ 2 * (D + 2 * t) / (2 * t ^ 2 * D ^ 3) := by positivity
  linarith

/-- For positive polarizability and cutoff radius, a normalized orbital with finite mean square
radius `⟨r²⟩` has a first-order level shift below `-a / (2 (⟨r²⟩ + s²)²)`. -/
theorem levelShift_lt_of_radius {a s : ℝ} (ha : 0 < a) (hs : 0 < s) {ψ : Space → ℂ}
    (hψ : ∫ x, ‖ψ x‖ ^ 2 = 1) (h2 : Integrable fun x : Space => ‖x‖ ^ 2 * ‖ψ x‖ ^ 2) :
    levelShift a s ψ < -a / (2 * (meanSquareRadius ψ + s ^ 2) ^ 2) := by
  have hi := integrable_of_integral_eq_one hψ
  have hV := integrable_shift ha hs hi
  have hM : 0 ≤ meanSquareRadius ψ :=
    integral_nonneg fun x => mul_nonneg (sq_nonneg _) (sq_nonneg _)
  obtain ⟨D, hD⟩ : ∃ D, D = meanSquareRadius ψ + s ^ 2 := ⟨_, rfl⟩
  have hD0 : 0 < D := by rw [hD]; positivity
  rw [← hD]
  obtain ⟨k, hk⟩ : ∃ k, k = a * s ^ 2 / D ^ 3 - 3 * a / (2 * D ^ 2) := ⟨_, rfl⟩
  have hfun : (fun x : Space => (a / D ^ 3 * ‖x‖ ^ 2 + k - potential a s ‖x‖) * ‖ψ x‖ ^ 2)
      = fun x => a / D ^ 3 * (‖x‖ ^ 2 * ‖ψ x‖ ^ 2) + k * ‖ψ x‖ ^ 2
        - potential a s ‖x‖ * ‖ψ x‖ ^ 2 := by
    funext x; ring
  have hA : Integrable fun x : Space =>
      a / D ^ 3 * (‖x‖ ^ 2 * ‖ψ x‖ ^ 2) + k * ‖ψ x‖ ^ 2 :=
    (h2.const_mul _).add (hi.const_mul _)
  -- the potential lies below the tangent line, which is linear in the squared radius
  have hp : 0 < ∫ x : Space,
      (a / D ^ 3 * ‖x‖ ^ 2 + k - potential a s ‖x‖) * ‖ψ x‖ ^ 2 := by
    refine mean_pos ?_ (fun x => sq_nonneg _) hψ ?_
    · filter_upwards [ae_ne_core] with x hx
      have h3 := (potential_between ha hs (norm_pos_iff.mpr hx)).2
      have h4 := well_le_tangent ha (show 0 < ‖x‖ ^ 2 + s ^ 2 by positivity) hD0
      have h5 : a * (‖x‖ ^ 2 + s ^ 2) / D ^ 3 - 3 * a / (2 * D ^ 2)
          = a / D ^ 3 * ‖x‖ ^ 2 + k := by rw [hk]; ring
      linarith
    · rw [hfun]
      exact hA.sub hV
  have hr : ∫ x : Space, ‖x‖ ^ 2 * ‖ψ x‖ ^ 2 = D - s ^ 2 := by
    rw [hD]; unfold meanSquareRadius; ring
  rw [hfun, integral_sub hA hV, integral_add (h2.const_mul _) (hi.const_mul _),
    integral_const_mul, integral_const_mul, hψ, hr] at hp
  -- the mean of the tangent line is its value at the mean square radius
  have he : a / D ^ 3 * (D - s ^ 2) + k * 1 = -a / (2 * D ^ 2) := by
    rw [hk]
    field_simp
    ring
  unfold levelShift
  linarith

end

end CorePolarizationCutoff
```

```lean
#print axioms CorePolarizationCutoff.levelShift_bounds
-- 'CorePolarizationCutoff.levelShift_bounds' depends on axioms: [propext, Classical.choice, Quot.sound]
#print axioms CorePolarizationCutoff.levelShift_lt_of_radius
-- 'CorePolarizationCutoff.levelShift_lt_of_radius' depends on axioms: [propext, Classical.choice, Quot.sound]
```

## Reading the statements

`Space` is three-dimensional Euclidean space with the core at the origin, and `potential a s ‖x‖` is V(|x|). Lean's division gives `potential` the value 0 at r = 0 instead of the limit, which does not affect the integrals.

An orbital is any function `ψ : Space → ℂ` whose density integrates to one; `levelShift` is ΔE and `meanSquareRadius` is ⟨r²⟩. The hypothesis `h2` says that ⟨r²⟩ is finite.

No Hamiltonian appears. `levelShift` is the first-order energy change when ψ is a normalized eigenstate of the unperturbed problem and, if its level is degenerate, belongs to a basis of that level that diagonalizes the perturbation. It approximates the full energy change when the perturbation is weak. Terms coupling several valence electrons or several cores through the induced dipoles are absent.

## From the hand derivation to the proof

`cutoff_bounds` proves the two exponential inequalities. `potential_between` rewrites them in lengths, replaces the exponential expression by a variable `q`, squares, and clears denominators, leaving polynomial inequalities for `nlinarith`. `potential_bounds_and_limit` adds the squeeze.

`integrable_shift` dominates the integrand by a constant times the density, using `ae_ne_core` to discard the origin. `mean_pos` is the strict averaging argument; `levelShift_bounds` applies it to V + a/(2s⁴) and to −V.

`well_le_tangent` checks the factored difference with `field_simp` and `ring`. `levelShift_lt_of_radius` then applies `mean_pos` to the tangent line minus V, and linearity of the integral evaluates the line's average.
